# The local Stoner criterion for a band with continuous, positive density of states

Let each spin band of a metal have density of states \(D\), continuous and positive on the energy range \([a,b]\), and let each hold \(N/2\) electrons up to a level \(F\) strictly between \(a\) and \(b\). If \(E(m)\) is the Stoner energy at magnetization \(m\), the number of up electrons minus the number of down electrons, then

\[
\lim_{m\to 0}\frac{E(m)-E(0)}{m^2}=\frac14\left(\frac{1}{D(F)}-I\right).
\]

Here \(E(m)\) is the sum of the two band energies at zero temperature and the exchange energy \(-I m^2/4\), which fixes the convention for the exchange parameter \(I\). A small magnetization therefore lowers the energy if \(I\,D(F)>1\) and raises it if \(I\,D(F)<1\).

The physical question is whether a metal lowers its energy by turning over a few spins. Electrons moved from one spin band to the other must occupy higher levels, which costs band energy, while the exchange interaction rewards the imbalance. In electronic-structure work, \(I\,D(F)\) from a non-magnetic calculation indicates whether that solution is unstable to ferromagnetism, within a model of rigid bands and constant \(I\).

## Filling, Fermi level and energy

```lean
import Mathlib

open Set Filter Topology

namespace StonerGeneralBand

noncomputable section

/-- Number of electrons per spin when the states from the band bottom `a` up to `x` are
occupied, for the density of states `D`. -/
def filling (D : ℝ → ℝ) (a x : ℝ) : ℝ := ∫ ε in a..x, D ε
```

This is the number of electrons in one spin band filled from \(a\) to \(x\), written below as

\[
\nu(x)=\int_a^x D(\varepsilon)\,d\varepsilon .
\]

The density of states is counted per spin. With the total for both spins, the criterion would carry an extra factor \(1/2\).

```lean
/-- The Fermi level in `[a, b]` of a spin band holding `n` electrons, meant for `D` continuous
and positive on `[a, b]` and `n` between zero and the capacity of the band. -/
def fermiLevel (D : ℝ → ℝ) (a b n : ℝ) : ℝ :=
  Function.invFunOn (filling D a) (Icc a b) n
```

The Fermi level \(\mu(n)\) is the inverse of \(\nu\): `Function.invFunOn` picks a level in \([a,b]\) whose filling is \(n\). If there is none, it still returns some number without physical meaning, so the theorems below work with partly filled bands.

```lean
/-- Energy of a spin band holding `n` electrons, filled from the bottom to its Fermi level. -/
def bandEnergy (D : ℝ → ℝ) (a b n : ℝ) : ℝ :=
  ∫ ε in a..fermiLevel D a b n, ε * D ε
```

The band energy is \(B(n)=\int_a^{\mu(n)}\varepsilon D(\varepsilon)\,d\varepsilon\), at zero temperature.

```lean
/-- Stoner energy at magnetization `m`: the band energies of the two spins with fillings
`(N + m) / 2` and `(N - m) / 2`, and the exchange energy `-I m ^ 2 / 4`. -/
def stonerEnergy (D : ℝ → ℝ) (a b N I m : ℝ) : ℝ :=
  bandEnergy D a b ((N + m) / 2) + bandEnergy D a b ((N - m) / 2) - I * m ^ 2 / 4
```

The Stoner energy is

\[
E(m)=B\!\left(\tfrac{N+m}{2}\right)+B\!\left(\tfrac{N-m}{2}\right)-\tfrac{I m^2}{4}.
\]

The exchange term can come from a mean-field repulsion between opposite spins: with \(n_\uparrow=(N+m)/2\) and \(n_\downarrow=(N-m)/2\), the energy \(I n_\uparrow n_\downarrow\) equals \(I(N^2-m^2)/4\), and its part independent of \(m\) is left out. In spin-density-functional calculations, \(I\) represents exchange and correlation instead. That a real interacting metal has an energy of this form, with \(D\) and \(I\) unchanged by the polarization, is assumed in the definition.

Textbooks often draw one common Fermi level and two bands shifted by exchange. Here the bands stay in place, and each spin has its own `fermiLevel`.

## How filling and level depend on each other

```lean
variable {D : ℝ → ℝ} {a b : ℝ}

/-- For an integrand continuous on the band, the integral from the band bottom up to a level
inside the band changes with that level at the rate given by the integrand. -/
theorem hasDerivAt_integral_level {g : ℝ → ℝ} (hg : ContinuousOn g (Icc a b)) {x : ℝ}
    (hx : x ∈ Ioo a b) : HasDerivAt (fun y => ∫ ε in a..y, g ε) (g x) x :=
  intervalIntegral.integral_hasDerivAt_right
    (ContinuousOn.intervalIntegrable_of_Icc hx.1.le
      (hg.mono (Icc_subset_Icc_right hx.2.le)))
    ((hg.mono Ioo_subset_Icc_self).stronglyMeasurableAtFilter isOpen_Ioo x hx)
    (hg.continuousAt (Icc_mem_nhds hx.1 hx.2))
```

`Icc a b` is the closed interval \([a,b]\), `Ioo a b` the open one, and `HasDerivAt f c x` says that \(f\) has derivative \(c\) at \(x\). The statement is the fundamental theorem of calculus: for \(g\) continuous on the band and \(a<x<b\),

\[
\frac{d}{dx}\int_a^x g(\varepsilon)\,d\varepsilon=g(x).
\]

By hand, the difference quotient is the average of \(g\) between \(x\) and \(x+h\), which tends to \(g(x)\) by continuity. The Lean proof supplies integrability, measurability near \(x\) and continuity at \(x\) to Mathlib's version.

```lean
/-- If the density of states is continuous and positive on the band, raising the level within the
band strictly increases the number of electrons. -/
theorem filling_strictMonoOn (hD : ContinuousOn D (Icc a b)) (hpos : ∀ x ∈ Icc a b, 0 < D x) :
    StrictMonoOn (filling D a) (Icc a b) := by
  intro x hx y hy hxy
  have hint : ∀ z ∈ Icc a b, IntervalIntegrable D MeasureTheory.volume a z := fun z hz =>
    ContinuousOn.intervalIntegrable_of_Icc hz.1 (hD.mono (Icc_subset_Icc_right hz.2))
  have h1 := intervalIntegral.integral_interval_sub_left (hint y hy) (hint x hx)
  have h2 : 0 < ∫ ε in x..y, D ε :=
    intervalIntegral.intervalIntegral_pos_of_pos_on ((hint x hx).symm.trans (hint y hy))
      (fun z hz => hpos z ⟨hx.1.trans hz.1.le, hz.2.le.trans hy.2⟩) hxy
  unfold filling
  linarith
```

For \(x<y\) in the band, \(\nu(y)-\nu(x)=\int_x^y D(\varepsilon)\,d\varepsilon>0\). In the proof, `h1` is the equality and `h2` the inequality.

The hypothesis `hpos` asks for positivity at the band edges too, although the proofs use it only between them. As stated, the theorems that assume it exclude a three-dimensional band described down to a bottom edge where \(D\) vanishes.

```lean
/-- For a density of states continuous on the band, a partly filled band has its Fermi level
strictly inside the band, and the states up to it hold exactly `n` electrons. -/
theorem fermiLevel_spec (hab : a < b) (hD : ContinuousOn D (Icc a b)) {n : ℝ}
    (hn : n ∈ Ioo 0 (filling D a b)) :
    fermiLevel D a b n ∈ Ioo a b ∧ filling D a (fermiLevel D a b n) = n := by
  have h0 : filling D a a = 0 := by simp [filling]
  have hc : ContinuousOn (filling D a) (Icc a b) := by
    have h := intervalIntegral.continuousOn_primitive_interval (μ := MeasureTheory.volume)
      (f := D) (a := a) (b := b) (by rw [uIcc_of_le hab.le]; exact hD.integrableOn_Icc)
    rw [uIcc_of_le hab.le] at h
    exact h
  have him : n ∈ filling D a '' Icc a b :=
    intermediate_value_Icc hab.le hc ⟨by rw [h0]; exact hn.1.le, hn.2.le⟩
  have hm : fermiLevel D a b n ∈ Icc a b := Function.invFunOn_mem him
  have he : filling D a (fermiLevel D a b n) = n := Function.invFunOn_eq him
  refine ⟨⟨lt_of_le_of_ne hm.1 fun h => ?_, lt_of_le_of_ne hm.2 fun h => ?_⟩, he⟩
  · rw [← h, h0] at he
    exact hn.1.ne he
  · rw [h] at he
    exact hn.2.ne he.symm
```

A partly filled band has \(0<n<\nu(b)\). Since \(\nu\) is continuous and \(\nu(a)=0\), the intermediate value theorem gives a level with filling \(n\); this is `him`. The level cannot be \(a\), where the filling is zero, or \(b\), where the band is full. The last two bullets of the proof rule out these endpoints.

```lean
/-- In a partly filled band with continuous positive density of states, the Fermi level rises
with the filling at the rate of one over the density of states at the Fermi level. -/
theorem fermiLevel_hasDerivAt (hab : a < b) (hD : ContinuousOn D (Icc a b))
    (hpos : ∀ x ∈ Icc a b, 0 < D x) {n : ℝ} (hn : n ∈ Ioo 0 (filling D a b)) :
    HasDerivAt (fermiLevel D a b) (D (fermiLevel D a b n))⁻¹ n := by
  obtain ⟨hx, he⟩ := fermiLevel_spec hab hD hn
  have hmono := filling_strictMonoOn hD hpos
  have hnear : ∀ᶠ k in 𝓝 n, k ∈ Ioo 0 (filling D a b) := Ioo_mem_nhds hn.1 hn.2
  -- continuity of the Fermi level follows from monotonicity of the filling
  have hcont : ContinuousAt (fermiLevel D a b) n := by
    refine tendsto_order.2 ⟨fun l hl => ?_, fun u hu => ?_⟩
    · have hlt : max l a < fermiLevel D a b n := max_lt hl hx.1
      have hl' : max l a ∈ Icc a b := ⟨le_max_right _ _, (hlt.trans hx.2).le⟩
      have h1 := hmono hl' (Ioo_subset_Icc_self hx) hlt
      rw [he] at h1
      filter_upwards [hnear, lt_mem_nhds h1] with k hk hk1
      obtain ⟨hy, hke⟩ := fermiLevel_spec hab hD hk
      rw [← hke] at hk1
      exact (le_max_left _ _).trans_lt
        ((hmono.lt_iff_lt hl' (Ioo_subset_Icc_self hy)).1 hk1)
    · have hlt : fermiLevel D a b n < min u b := lt_min hu hx.2
      have hu' : min u b ∈ Icc a b := ⟨(hx.1.trans hlt).le, min_le_right _ _⟩
      have h1 := hmono (Ioo_subset_Icc_self hx) hu' hlt
      rw [he] at h1
      filter_upwards [hnear, gt_mem_nhds h1] with k hk hk1
      obtain ⟨hy, hke⟩ := fermiLevel_spec hab hD hk
      rw [← hke] at hk1
      exact ((hmono.lt_iff_lt (Ioo_subset_Icc_self hy) hu').1 hk1).trans_le (min_le_left _ _)
  exact HasDerivAt.of_local_left_inverse hcont (hasDerivAt_integral_level hD hx)
    (hpos _ (Ioo_subset_Icc_self hx)).ne'
    (hnear.mono fun k hk => (fermiLevel_spec hab hD hk).2)
```

This is \(\mu'(n)=1/D(\mu(n))\): where states are dense, the level rises slowly.

First, \(\mu\) is continuous. Take \(l<\mu(n)\) and put \(l'=\max(l,a)\). Then \(\nu(l')<n\), so \(\nu(l')<k=\nu(\mu(k))\) for every \(k\) close enough to \(n\). Since \(\nu\) is increasing, \(l\le l'<\mu(k)\). The same argument from above uses \(\min(u,b)\) for a level \(u>\mu(n)\). These are the two branches of `hcont`.

Next, for \(k\ne n\) the two levels differ, and

\[
\frac{\mu(k)-\mu(n)}{k-n}
=\left[\frac{\nu(\mu(k))-\nu(\mu(n))}{\mu(k)-\mu(n)}\right]^{-1}
\longrightarrow \frac{1}{D(\mu(n))}.
\]

### The derivative of an inverse in Mathlib

The second step is done by `HasDerivAt.of_local_left_inverse`. It asks for four things:

- the inverse \(\mu\) is continuous at \(n\);
- \(\nu\) has a derivative at \(\mu(n)\);
- that derivative is nonzero;
- \(\nu(\mu(k))=k\) for all \(k\) near \(n\).

It returns the derivative of \(\mu\). Differentiating \(\nu(\mu(n))=n\) by the chain rule would give the same value, but would presuppose that \(\mu\) is differentiable. Here differentiability is part of the conclusion.

```lean
/-- In a partly filled band with continuous positive density of states, the derivative of the
band energy with respect to the number of electrons is the Fermi level. -/
theorem bandEnergy_hasDerivAt (hab : a < b) (hD : ContinuousOn D (Icc a b))
    (hpos : ∀ x ∈ Icc a b, 0 < D x) {n : ℝ} (hn : n ∈ Ioo 0 (filling D a b)) :
    HasDerivAt (bandEnergy D a b) (fermiLevel D a b n) n := by
  have hx := (fermiLevel_spec hab hD hn).1
  have hG := hasDerivAt_integral_level (g := fun ε => ε * D ε) (continuousOn_id.mul hD) hx
  have h := HasDerivAt.comp_of_eq n hG (fermiLevel_hasDerivAt hab hD hpos hn) rfl
  exact h.congr_deriv (mul_inv_cancel_right₀ (hpos _ (Ioo_subset_Icc_self hx)).ne' _)
```

By the chain rule,

\[
B'(n)=\mu(n)\,D(\mu(n))\cdot\frac{1}{D(\mu(n))}=\mu(n).
\]

An added electron enters at the Fermi level. In Lean, `hG` differentiates the energy integral with respect to its upper limit, and the last line cancels the density of states.

## The energy at small magnetization

```lean
/-- Let the density of states be continuous and positive on the band, with `N / 2` electrons per
spin up to a level `F` inside it. Then the Stoner energy per squared magnetization, measured from
the unpolarized state, tends to `(1 / D F - I) / 4` as the magnetization tends to zero. -/
theorem stoner_limit (hD : ContinuousOn D (Icc a b)) (hpos : ∀ x ∈ Icc a b, 0 < D x)
    {F N : ℝ} (hF : F ∈ Ioo a b) (hN : filling D a F = N / 2) (I : ℝ) :
    Tendsto (fun m => (stonerEnergy D a b N I m - stonerEnergy D a b N I 0) / m ^ 2)
      (𝓝[≠] 0) (𝓝 ((1 / D F - I) / 4)) := by
  have hab : a < b := hF.1.trans hF.2
  have hmono := filling_strictMonoOn hD hpos
  have hFI := Ioo_subset_Icc_self hF
  have hn : N / 2 ∈ Ioo 0 (filling D a b) := by
    have h0 : filling D a a = 0 := by simp [filling]
    rw [← hN]
    exact ⟨h0 ▸ hmono (left_mem_Icc.2 hab.le) hFI hF.1,
      hmono hFI (right_mem_Icc.2 hab.le) hF.2⟩
  have hlev : fermiLevel D a b (N / 2) = F := by
    obtain ⟨hy, he⟩ := fermiLevel_spec hab hD hn
    exact hmono.injOn (Ioo_subset_Icc_self hy) hFI (he.trans hN.symm)
  have h1 : ∀ m : ℝ, HasDerivAt (fun m => (N + m) / 2) (1 / 2) m := fun m =>
    ((hasDerivAt_id' m).const_add N).div_const 2
  have h2 : ∀ m : ℝ, HasDerivAt (fun m => (N - m) / 2) (-1 / 2) m := fun m =>
    ((hasDerivAt_id' m).const_sub N).div_const 2
  -- the first derivative: half the splitting of the Fermi levels minus the exchange field
  obtain ⟨g, hg⟩ : ∃ g : ℝ → ℝ, g = fun m =>
      (fermiLevel D a b ((N + m) / 2) - fermiLevel D a b ((N - m) / 2)) / 2 - I * m / 2 :=
    ⟨_, rfl⟩
  have hE : ∀ m, (N + m) / 2 ∈ Ioo 0 (filling D a b) → (N - m) / 2 ∈ Ioo 0 (filling D a b) →
      HasDerivAt (stonerEnergy D a b N I) (g m) m := by
    intro m hp hm
    have u := HasDerivAt.comp_of_eq m (bandEnergy_hasDerivAt hab hD hpos hp) (h1 m) rfl
    have v := HasDerivAt.comp_of_eq m (bandEnergy_hasDerivAt hab hD hpos hm) (h2 m) rfl
    have w : HasDerivAt (fun x : ℝ => I * x ^ 2 / 4) (I * m / 2) m := by
      refine (((hasDerivAt_pow 2 m).const_mul I).div_const 4).congr_deriv ?_
      show I * (((2 : ℕ) : ℝ) * m ^ 1) / 4 = I * m / 2
      push_cast
      ring
    refine ((u.fun_add v).fun_sub w).congr_deriv ?_
    rw [hg]
    ring
  -- the second derivative at zero magnetization
  have hμ := fermiLevel_hasDerivAt hab hD hpos hn
  rw [hlev] at hμ
  have hg' : HasDerivAt g (((D F)⁻¹ - I) / 2) 0 := by
    have u := HasDerivAt.comp_of_eq (0 : ℝ) hμ (h1 0) (by simp)
    have v := HasDerivAt.comp_of_eq (0 : ℝ) hμ (h2 0) (by simp)
    have w := ((hasDerivAt_id' (0 : ℝ)).const_mul I).div_const 2
    rw [hg]
    exact (((u.fun_sub v).div_const 2).fun_sub w).congr_deriv (by ring)
  have g0 : g 0 = 0 := by simp [hg]
  have hdiv : Tendsto (fun m => g m / (2 * m)) (𝓝[≠] 0) (𝓝 ((1 / D F - I) / 4)) := by
    have s := hg'.tendsto_slope_zero.div_const 2
    have hl : ((D F)⁻¹ - I) / 2 / 2 = (1 / D F - I) / 4 := by ring
    rw [hl] at s
    refine s.congr fun m => ?_
    simp only [zero_add, smul_eq_mul, g0, sub_zero]
    ring
  have hp0 : (N + 0) / 2 ∈ Ioo 0 (filling D a b) := by rw [add_zero]; exact hn
  have hm0 : (N - 0) / 2 ∈ Ioo 0 (filling D a b) := by rw [sub_zero]; exact hn
  have hp := (h1 0).continuousAt.preimage_mem_nhds (isOpen_Ioo.mem_nhds hp0)
  have hm := (h2 0).continuousAt.preimage_mem_nhds (isOpen_Ioo.mem_nhds hm0)
  -- L'Hôpital's rule against the squared magnetization
  refine HasDerivAt.lhopital_zero_nhdsNE (f' := g) (g' := fun m => 2 * m) ?_ ?_ ?_ ?_ ?_ hdiv
  · filter_upwards [nhdsWithin_le_nhds hp, nhdsWithin_le_nhds hm] with m hpm hmm
    exact (hE m hpm hmm).sub_const _
  · exact Eventually.of_forall fun m => (hasDerivAt_pow 2 m).congr_deriv (by simp)
  · filter_upwards [self_mem_nhdsWithin] with m hm
    exact mul_ne_zero two_ne_zero hm
  · have h := (hE 0 hp0 hm0).continuousAt.tendsto.sub_const (stonerEnergy D a b N I 0)
    rw [sub_self] at h
    exact h.mono_left nhdsWithin_le_nhds
  · exact ((continuous_pow 2).tendsto' (0 : ℝ) 0 (by simp)).mono_left nhdsWithin_le_nhds
```

The hypothesis `hN` says \(\nu(F)=N/2\). The expression `Tendsto … (𝓝[≠] 0) (𝓝 …)` is a limit as \(m\to0\) with \(m\neq0\). The exchange parameter may be any real number.

Since \(a<F<b\), the filling \(N/2\) is partial (`hn`), and since \(\nu\) is strictly increasing, \(\mu(N/2)=F\) (`hlev`). For small \(m\) both spin bands remain partly filled, and `hE` gives \(E'(m)=g(m)\) with

\[
g(m)=\frac12\left[\mu\!\left(\tfrac{N+m}{2}\right)-\mu\!\left(\tfrac{N-m}{2}\right)\right]-\frac{I m}{2}.
\]

At \(m=0\) the two levels coincide, so \(g(0)=0\). The slope there, `hg'`, is

\[
g'(0)=\frac12\left[\frac{1}{2D(F)}+\frac{1}{2D(F)}\right]-\frac I2
=\frac12\left(\frac1{D(F)}-I\right).
\]

Both \(E(m)-E(0)\) and \(m^2\) tend to zero, so L'Hôpital's rule gives

\[
\lim_{m\to0}\frac{E(m)-E(0)}{m^2}
=\lim_{m\to0}\frac{g(m)}{2m}
=\frac{g'(0)}2
=\frac14\left(\frac1{D(F)}-I\right).
\]

The middle equality is the definition of the derivative, since \(g(0)=0\); it appears in the proof as `hdiv`.

## The sign of the energy change

```lean
/-- Stoner instability: for a continuous positive density of states and a Fermi level `F` inside
the band, if `I * D F > 1` then every sufficiently small nonzero magnetization lowers the
energy. -/
theorem stoner_instability (hD : ContinuousOn D (Icc a b)) (hpos : ∀ x ∈ Icc a b, 0 < D x)
    {F N I : ℝ} (hF : F ∈ Ioo a b) (hN : filling D a F = N / 2) (hI : 1 < I * D F) :
    ∀ᶠ m in 𝓝[≠] 0, stonerEnergy D a b N I m < stonerEnergy D a b N I 0 := by
  have h := (div_lt_iff₀ (hpos F (Ioo_subset_Icc_self hF))).2 hI
  have hneg : (1 / D F - I) / 4 < 0 := by linarith
  filter_upwards [(stoner_limit hD hpos hF hN I).eventually (gt_mem_nhds hneg)] with m hm
  by_contra hc
  exact absurd hm (not_lt_of_ge (div_nonneg (by linarith) (sq_nonneg m)))
```

The phrase `∀ᶠ m in 𝓝[≠] 0` means that some \(\delta>0\) exists such that the inequality holds whenever \(0<|m|<\delta\). If \(I\,D(F)>1\), then \(1/D(F)<I\) and the limit is negative. The quotient is then negative for small \(m\neq0\), and because \(m^2>0\), so is \(E(m)-E(0)\). Lean argues by contradiction: a nonnegative energy change would make the quotient nonnegative.

```lean
/-- Local stability of the unpolarized state: for a continuous positive density of states and a
Fermi level `F` inside the band, if `I * D F < 1` then every sufficiently small nonzero
magnetization raises the energy. -/
theorem stoner_stability (hD : ContinuousOn D (Icc a b)) (hpos : ∀ x ∈ Icc a b, 0 < D x)
    {F N I : ℝ} (hF : F ∈ Ioo a b) (hN : filling D a F = N / 2) (hI : I * D F < 1) :
    ∀ᶠ m in 𝓝[≠] 0, stonerEnergy D a b N I 0 < stonerEnergy D a b N I m := by
  have h := (lt_div_iff₀ (hpos F (Ioo_subset_Icc_self hF))).2 hI
  have hgt : 0 < (1 / D F - I) / 4 := by linarith
  filter_upwards [(stoner_limit hD hpos hF hN I).eventually (lt_mem_nhds hgt)] with m hm
  by_contra hc
  exact absurd hm (not_lt_of_ge (div_nonpos_of_nonpos_of_nonneg (by linarith) (sq_nonneg m)))

end

end StonerGeneralBand
```

With \(I\,D(F)<1\) all signs are reversed. This stability is local: the theorem does not compare the unpolarized state with states of large magnetization.

## The marginal case for a constant density of states

At \(I\,D(F)=1\) the limit is zero and does not decide the sign. A constant density of states \(D=d\) shows what can happen. There \(\mu(n)=a+n/d\) and \(B(n)=an+n^2/(2d)\), so

\[
E(m)-E(0)=\frac{m^2}{4}\left(\frac1d-I\right)
\]

as long as both spin bands are partly filled. At \(I d=1\) the energy does not change with \(m\) in this range, and neither strict inequality holds.

```lean
#print axioms StonerGeneralBand.stoner_instability
#print axioms StonerGeneralBand.stoner_stability
```

```
'StonerGeneralBand.stoner_instability' depends on axioms: [propext, Classical.choice, Quot.sound]
'StonerGeneralBand.stoner_stability' depends on axioms: [propext, Classical.choice, Quot.sound]
```
